# The first-order error of a uniform radial mesh sum cut off at a sphere radius R is h f(R) (1/2 − frac(R/h)) for C¹ integrands

When a radial integrand f, continuously differentiable on [0, R] with R > 0, is summed over a uniform mesh of spacing h, with half weight at the origin and full weight at every later point up to R, the error is h f(R) (1/2 − frac(R/h)) plus a remainder that vanishes faster than h. Here frac is the fractional part, so unless f(R) = 0 the coefficient of h keeps oscillating as h decreases continuously to 0. It stays constant only along refinements that keep frac(R/h) fixed, such as h = R/k with k a positive integer.

```lean
import Mathlib

open Set Filter Topology

namespace RadialMeshBoundary

noncomputable section

/-- The radial mesh sum with spacing `h > 0`: half weight at the origin and full weight at
every further mesh point `n h` that does not exceed the sphere radius `R`. -/
def meshSum (f : ℝ → ℝ) (R h : ℝ) : ℝ :=
  h * (f 0 / 2 + ∑ n ∈ Finset.Icc 1 ⌊R / h⌋₊, f (n * h))

/-- For `R ≥ 0` and `h > 0`, the cut cell between the last mesh point and the sphere boundary
has length `h` times the fractional part of `R / h`. -/
theorem cut_cell_length {R h : ℝ} (hR : 0 ≤ R) (hh : 0 < h) :
    h * Int.fract (R / h) = R - ⌊R / h⌋₊ * h := by
  have e : Int.fract (R / h) = R / h - (⌊R / h⌋₊ : ℝ) :=
    Int.fract_eq_iff.2 ⟨by linarith [Nat.floor_le (div_nonneg hR hh.le)],
      by linarith [Nat.lt_floor_add_one (R / h)],
      (⌊R / h⌋₊ : ℤ), by rw [Int.cast_natCast]; ring⟩
  have q : R / h * h = R := div_mul_cancel₀ R hh.ne'
  rw [e]
  linear_combination q

/-- For a constant integrand 1 the error of the mesh sum is exactly
`h (1/2 - frac (R/h))`, for every spacing `h > 0` and radius `R ≥ 0`. -/
theorem meshSum_one {R h : ℝ} (hR : 0 ≤ R) (hh : 0 < h) :
    meshSum (fun _ => 1) R h - R = h * (1 / 2 - Int.fract (R / h)) := by
  have r := cut_cell_length hR hh
  have s : ∑ n ∈ Finset.Icc 1 ⌊R / h⌋₊, (1 : ℝ) = ⌊R / h⌋₊ := by simp
  unfold meshSum
  rw [s]
  linear_combination r

/-- If the slope of `f` stays within `ε` of a constant `c` on a panel `[a, b]`, the trapezoidal
rule on that panel errs by at most `(3/2) ε (b - a)²`. -/
theorem panel_error {f f' : ℝ → ℝ} {a b c ε : ℝ} (hab : a ≤ b)
    (hf : ∀ x ∈ Icc a b, HasDerivWithinAt f (f' x) (Icc a b) x)
    (hc : ∀ x ∈ Icc a b, |f' x - c| ≤ ε) :
    |(b - a) * (f a + f b) / 2 - ∫ x in a..b, f x| ≤ 3 / 2 * ε * (b - a) ^ 2 := by
  have hε : 0 ≤ ε := (abs_nonneg _).trans (hc a ⟨le_rfl, hab⟩)
  -- the deviation from the linear part is small by the mean value inequality
  have key : ∀ x ∈ Icc a b, |f x - (f a + c * (x - a))| ≤ ε * (b - a) := by
    intro x hx
    have m := Convex.norm_image_sub_le_of_norm_hasDerivWithin_le
      (f := fun y => f y - c * y) (f' := fun y => f' y - c * 1) (C := ε)
      (fun y hy => (hf y hy).fun_sub ((hasDerivWithinAt_id y _).const_mul c))
      (fun y hy => by rw [mul_one, Real.norm_eq_abs]; exact hc y hy)
      (convex_Icc a b) (left_mem_Icc.2 hab) hx
    rw [Real.norm_eq_abs, Real.norm_eq_abs, abs_of_nonneg (sub_nonneg.2 hx.1)] at m
    have e : f x - (f a + c * (x - a)) = f x - c * x - (f a - c * a) := by ring
    rw [e]
    exact m.trans (mul_le_mul_of_nonneg_left (by linarith [hx.2]) hε)
  have hlin : Continuous fun x : ℝ => f a + c * (x - a) := by fun_prop
  have lin : ∫ x in a..b, (f a + c * (x - a)) = (b - a) * f a + c / 2 * (b - a) ^ 2 := by
    rw [intervalIntegral.integral_eq_sub_of_hasDerivAt
      (f := fun x => f a * x + c / 2 * ((x - a) * (x - a)))
      (fun x _ => (((hasDerivAt_id' x).const_mul (f a)).fun_add
        ((((hasDerivAt_id' x).sub_const a).fun_mul
          ((hasDerivAt_id' x).sub_const a)).const_mul (c / 2))).congr_deriv (by ring))
      (hlin.intervalIntegrable _ _)]
    ring
  have hcont : ContinuousOn f (Icc a b) := fun x hx => (hf x hx).continuousWithinAt
  have t := intervalIntegral.norm_integral_le_of_norm_le_const
    (a := a) (b := b) (C := ε * (b - a)) (f := fun x => f x - (f a + c * (x - a)))
    (fun x hx => by
      rw [uIoc_of_le hab] at hx
      exact key x ⟨hx.1.le, hx.2⟩)
  rw [intervalIntegral.integral_sub (hcont.intervalIntegrable_of_Icc hab)
    (hlin.intervalIntegrable _ _), lin, Real.norm_eq_abs,
    abs_of_nonneg (sub_nonneg.2 hab)] at t
  obtain ⟨g1, g2⟩ := abs_le.1 (key b ⟨hab, le_rfl⟩)
  have k1 := mul_le_mul_of_nonneg_left g1 (sub_nonneg.2 hab)
  have k2 := mul_le_mul_of_nonneg_left g2 (sub_nonneg.2 hab)
  obtain ⟨t1, t2⟩ := abs_le.1 t
  exact abs_le.2 ⟨by linarith, by linarith⟩

/-- If the slope of `f` varies by at most `ε` over distances up to `h > 0` in `[0, R]`, the
trapezoidal rule on `[0, N h]` with `N` panels of width `h`, where `N h ≤ R`, errs by at most
`N (3/2) ε h²`. -/
theorem composite_error {f f' : ℝ → ℝ} {R h ε : ℝ} (hh : 0 < h)
    (hf : ∀ x ∈ Icc 0 R, HasDerivWithinAt f (f' x) (Icc 0 R) x)
    (hω : ∀ x ∈ Icc 0 R, ∀ y ∈ Icc 0 R, |x - y| ≤ h → |f' x - f' y| ≤ ε)
    (N : ℕ) (hN : N * h ≤ R) :
    |h * (f 0 / 2 + ∑ n ∈ Finset.Icc 1 N, f (n * h)) - h * f (N * h) / 2
      - ∫ x in (0 : ℝ)..N * h, f x| ≤ N * (3 / 2 * ε * h ^ 2) := by
  induction N with
  | zero => simp [mul_div_assoc]
  | succ N ih =>
    have h0 : 0 ≤ (N : ℝ) * h := by positivity
    have e : ((N + 1 : ℕ) : ℝ) * h = N * h + h := by push_cast; ring
    rw [e] at hN
    have hs : Icc ((N : ℝ) * h) (N * h + h) ⊆ Icc 0 R := Icc_subset_Icc h0 hN
    have p := panel_error (c := f' (N * h)) (ε := ε)
      (by linarith : (N : ℝ) * h ≤ N * h + h)
      (fun x hx => (hf x (hs hx)).mono hs)
      (fun x hx => hω x (hs hx) _ (hs ⟨le_rfl, by linarith⟩)
        (by rw [abs_of_nonneg (by linarith [hx.1])]; linarith [hx.2]))
    rw [add_sub_cancel_left] at p
    have hc : ContinuousOn f (Icc 0 R) := fun x hx => (hf x hx).continuousWithinAt
    have i := intervalIntegral.integral_add_adjacent_intervals (μ := MeasureTheory.volume)
      ((hc.mono (Icc_subset_Icc le_rfl (by linarith))).intervalIntegrable_of_Icc h0)
      ((hc.mono hs).intervalIntegrable_of_Icc (by linarith))
    rw [Finset.sum_Icc_succ_top (by omega), e, ← i]
    push_cast
    obtain ⟨p1, p2⟩ := abs_le.1 p
    obtain ⟨q1, q2⟩ := abs_le.1 (ih (by linarith))
    exact abs_le.2 ⟨by linarith, by linarith⟩

/-- If `f` near `R` and its slope throughout `[0, R]` vary by at most `ε` over distances up to
`h > 0`, the mesh error differs from `h f(R) (1/2 - frac (R/h))` by at most
`(3/2) (R + 1) ε h`. -/
theorem boundary_error_bound {f f' : ℝ → ℝ} {R h ε : ℝ} (hR : 0 < R) (hh : 0 < h)
    (hf : ∀ x ∈ Icc 0 R, HasDerivWithinAt f (f' x) (Icc 0 R) x)
    (hω : ∀ x ∈ Icc 0 R, ∀ y ∈ Icc 0 R, |x - y| ≤ h → |f' x - f' y| ≤ ε)
    (hη : ∀ x ∈ Icc 0 R, |x - R| ≤ h → |f x - f R| ≤ ε) :
    |meshSum f R h - (∫ x in (0 : ℝ)..R, f x) - h * (f R * (1 / 2 - Int.fract (R / h)))|
      ≤ 3 / 2 * (R + 1) * ε * h := by
  have rem := cut_cell_length hR.le hh
  have hN := (le_div_iff₀ hh).1 (Nat.floor_le (div_nonneg hR.le hh.le))
  have hN' := (div_lt_iff₀ hh).1 (Nat.lt_floor_add_one (R / h))
  unfold meshSum
  set N := ⌊R / h⌋₊
  have h0 : 0 ≤ (N : ℝ) * h := by positivity
  have near : ∀ x ∈ Icc ((N : ℝ) * h) R, |f x - f R| ≤ ε := fun x hx =>
    hη x ⟨h0.trans hx.1, hx.2⟩ (abs_le.2 ⟨by linarith [hx.1], by linarith [hx.2]⟩)
  have k := near _ ⟨le_rfl, hN⟩
  have hε : 0 ≤ ε := (abs_nonneg _).trans k
  have hc : ContinuousOn f (Icc 0 R) := fun x hx => (hf x hx).continuousWithinAt
  have I2 := (hc.mono (Icc_subset_Icc h0 le_rfl)).intervalIntegrable_of_Icc
    (μ := MeasureTheory.volume) hN
  have i := intervalIntegral.integral_add_adjacent_intervals
    ((hc.mono (Icc_subset_Icc le_rfl hN)).intervalIntegrable_of_Icc h0) I2
  -- the cut cell contributes its length times the boundary value, up to a small error
  have t := intervalIntegral.norm_integral_le_of_norm_le_const
    (a := (N : ℝ) * h) (b := R) (C := ε) (f := fun x => f x - f R)
    (fun x hx => by
      rw [uIoc_of_le hN] at hx
      exact near x ⟨hx.1.le, hx.2⟩)
  rw [intervalIntegral.integral_sub I2 (continuous_const.intervalIntegrable _ _),
    intervalIntegral.integral_const, smul_eq_mul, Real.norm_eq_abs,
    abs_of_nonneg (sub_nonneg.2 hN)] at t
  obtain ⟨t1, t2⟩ := abs_le.1 t
  obtain ⟨c1, c2⟩ := abs_le.1 (composite_error hh hf hω N hN)
  obtain ⟨k1, k2⟩ := abs_le.1 k
  have k3 := mul_le_mul_of_nonneg_left k1 hh.le
  have k4 := mul_le_mul_of_nonneg_left k2 hh.le
  have b1 := mul_le_mul_of_nonneg_left (by linarith : R - N * h ≤ h) hε
  have b2 := mul_le_mul_of_nonneg_left hN (by positivity : 0 ≤ 3 / 2 * ε * h)
  have r2 : f R * (h * Int.fract (R / h)) = f R * (R - N * h) := by rw [rem]
  rw [← i]
  exact abs_le.2 ⟨by linarith, by linarith⟩

/-- For `f` continuously differentiable on `[0, R]`, `R > 0`, the mesh error divided by `h`
approaches `f(R) (1/2 - frac (R/h))` as `h` tends to 0 from above. -/
theorem boundary_error_asymptotics {f : ℝ → ℝ} {R : ℝ} (hR : 0 < R)
    (hf : ContDiffOn ℝ 1 f (Icc 0 R)) :
    Tendsto (fun h => (meshSum f R h - ∫ x in (0 : ℝ)..R, f x) / h
      - f R * (1 / 2 - Int.fract (R / h))) (𝓝[>] 0) (𝓝 0) := by
  have hd : ∀ x ∈ Icc 0 R, HasDerivWithinAt f (derivWithin f (Icc 0 R) x) (Icc 0 R) x :=
    fun x hx => (hf.differentiableOn (by norm_num) x hx).hasDerivWithinAt
  -- f and its slope are uniformly continuous on the closed interval
  have u1 := Metric.uniformContinuousOn_iff.1
    (isCompact_Icc.uniformContinuousOn_of_continuous
      (hf.continuousOn_derivWithin (uniqueDiffOn_Icc hR) le_rfl))
  have u2 := Metric.uniformContinuousOn_iff.1
    (isCompact_Icc.uniformContinuousOn_of_continuous hf.continuousOn)
  rw [Metric.tendsto_nhdsWithin_nhds]
  intro ε hε
  obtain ⟨η, hη, hηe⟩ : ∃ η > 0, 2 * (R + 1) * η = ε :=
    ⟨ε / (2 * (R + 1)), by positivity, by field_simp⟩
  obtain ⟨d1, hd1, H1⟩ := u1 η hη
  obtain ⟨d2, hd2, H2⟩ := u2 η hη
  refine ⟨min d1 d2, lt_min hd1 hd2, ?_⟩
  intro h hh hlt
  have hh : 0 < h := hh
  rw [Real.dist_eq, sub_zero, abs_of_pos hh] at hlt
  have b := boundary_error_bound (ε := η) hR hh hd
    (fun x hx y hy hxy => by
      rw [← Real.dist_eq] at hxy ⊢
      exact (H1 x hx y hy (hxy.trans_lt (hlt.trans_le (min_le_left _ _)))).le)
    (fun x hx hxy => by
      rw [← Real.dist_eq] at hxy ⊢
      exact (H2 x hx R ⟨hR.le, le_rfl⟩
        (hxy.trans_lt (hlt.trans_le (min_le_right _ _)))).le)
  have e : ∀ a A : ℝ, a / h - A = (a - h * A) / h := fun a A => by field_simp
  rw [Real.dist_eq, sub_zero, e, abs_div, abs_of_pos hh, div_lt_iff₀ hh]
  have q : 3 / 2 * (R + 1) * η * h = 3 / 4 * (ε * h) := by
    linear_combination (3 / 4 * h) * hηe
  linarith [mul_pos hε hh]

/-- For `R > 0` and `θ ≥ 0`, the spacings `R / (k + 1 + θ)` tend to 0 from above. -/
theorem spacing_tendsto {R θ : ℝ} (hR : 0 < R) (h0 : 0 ≤ θ) :
    Tendsto (fun k : ℕ => R / ((k : ℝ) + 1 + θ)) atTop (𝓝[>] 0) := by
  refine tendsto_nhdsWithin_iff.2 ⟨?_, Eventually.of_forall fun k => ?_⟩
  · exact (tendsto_atTop_add_const_right _ θ
      (tendsto_atTop_add_const_right _ 1 tendsto_natCast_atTop_atTop)).const_div_atTop R
  · exact mem_Ioi.2 (by positivity)

/-- For `f` continuously differentiable on `[0, R]`, `R > 0`, refine the mesh so that the
boundary always cuts its cell at the same fraction `0 ≤ θ < 1`. Then the error divided by `h`
tends to `f(R) (1/2 - θ)`. -/
theorem error_at_fixed_cut {f : ℝ → ℝ} {R θ : ℝ} (hR : 0 < R)
    (hf : ContDiffOn ℝ 1 f (Icc 0 R)) (h0 : 0 ≤ θ) (h1 : θ < 1) :
    Tendsto (fun k : ℕ => (meshSum f R (R / ((k : ℝ) + 1 + θ)) - ∫ x in (0 : ℝ)..R, f x)
      / (R / ((k : ℝ) + 1 + θ))) atTop (𝓝 (f R * (1 / 2 - θ))) := by
  have m := ((boundary_error_asymptotics hR hf).comp (spacing_tendsto hR h0)).add_const
    (f R * (1 / 2 - θ))
  rw [zero_add] at m
  refine m.congr fun k => ?_
  have fr : Int.fract (R / (R / ((k : ℝ) + 1 + θ))) = θ := by
    rw [div_div_cancel₀ hR.ne']
    exact Int.fract_eq_iff.2 ⟨h0, h1, (k : ℤ) + 1, by push_cast; ring⟩
  simp only [Function.comp_apply]
  rw [fr]
  ring

/-- For `f` continuously differentiable on `[0, R]`, `R > 0`, the mesh error divided by `h` has
a limit as `h` tends to 0 from above if and only if `f` vanishes at the sphere boundary. -/
theorem scaled_error_converges_iff {f : ℝ → ℝ} {R : ℝ} (hR : 0 < R)
    (hf : ContDiffOn ℝ 1 f (Icc 0 R)) :
    (∃ L, Tendsto (fun h => (meshSum f R h - ∫ x in (0 : ℝ)..R, f x) / h) (𝓝[>] 0) (𝓝 L))
      ↔ f R = 0 := by
  constructor
  · rintro ⟨L, hL⟩
    -- compare a boundary on the mesh with a boundary halfway between mesh points
    have a := tendsto_nhds_unique (hL.comp (spacing_tendsto hR le_rfl))
      (error_at_fixed_cut hR hf le_rfl one_pos)
    have b := tendsto_nhds_unique
      (hL.comp (spacing_tendsto hR (by norm_num : (0 : ℝ) ≤ 1 / 2)))
      (error_at_fixed_cut hR hf (by norm_num) (by norm_num))
    linarith
  · intro h0
    refine ⟨0, (boundary_error_asymptotics hR hf).congr fun h => ?_⟩
    rw [h0, zero_mul, sub_zero]

end

end RadialMeshBoundary
```

```lean
#print axioms RadialMeshBoundary.meshSum_one
#print axioms RadialMeshBoundary.scaled_error_converges_iff
```

```
'RadialMeshBoundary.meshSum_one' depends on axioms: [propext, Classical.choice, Quot.sound]
'RadialMeshBoundary.scaled_error_converges_iff' depends on axioms: [propext, Classical.choice, Quot.sound]
```

## The charge inside a sphere

The electronic charge inside an atomic sphere of radius R is the integral of f(r) = 4πr²ρ(r) from 0 to R, where ρ is the spherically averaged density. The letter f thus stands for the whole radial integrand, with the factor r² included. Here the sphere radius is chosen independently of the mesh, and need not fall on a mesh point.

`meshSum f R h` is the sum

T(h) = h [ f(0)/2 + f(h) + f(2h) + … + f(Nh) ],  N = ⌊R/h⌋.

The main theorem, `boundary_error_asymptotics`, says that

(T(h) − ∫₀ᴿ f dr)/h − f(R) (1/2 − frac(R/h)) → 0 as h → 0 from above.

In Lean, `⌊R / h⌋₊` is N, `Int.fract (R / h)` is the fractional part and `𝓝[>] 0` is the approach through positive h. The hypothesis `ContDiffOn ℝ 1 f (Icc 0 R)` asks for a continuous first derivative on the closed interval, one-sided at its ends. Nothing is asked of f outside the sphere, and a density cusp at the nucleus does no harm if 4πr²ρ(r), as a function of r ≥ 0, has this smoothness.

`scaled_error_converges_iff` adds that the error divided by h has a limit exactly when f(R) = 0. For a C¹ integrand on a uniform mesh, a convergence study of a sphere charge at fixed R can therefore scatter at first order in h, and an extrapolation that assumes a constant first-order coefficient is unreliable if f(R) ≠ 0 and the chosen spacings do not keep frac(R/h) fixed.

The last mesh point carries full weight even when it coincides with R. In that case the first-order error is h f(R)/2. When R instead lies halfway between mesh points, the first-order error is zero.

This is a simplified model. Radial calculations often use non-uniform meshes or other end weights, such as half weight at a mesh point placed at R, and the formula here does not cover those rules. Also, f is one fixed function, sampled exactly, whereas a density from a numerically solved radial equation has its own dependence on h.

## Splitting the error at the last mesh point

Write θ = frac(R/h). Since R/h = N + θ, the cut cell between Nh and R has length hθ, which is `cut_cell_length`. T(h) is the trapezoidal rule on [0, Nh] plus a surplus half weight h f(Nh)/2, so

T(h) − ∫₀ᴿ f = [trapezoidal error on [0, Nh]] + h f(Nh)/2 − ∫_{Nh}^{R} f.

If h > R, then N = 0, the bracket is zero and the identity still holds.

**One panel.** Suppose |f′ − c| ≤ ε on [a, b], and subtract the linear part:

g(x) = f(x) − f(a) − c(x − a).

Then g(a) = 0 and |g′| ≤ ε, so the mean value inequality gives |g| ≤ ε(b − a). The trapezoidal rule is exact for the linear part, which leaves

|(b − a) g(b)/2 − ∫ₐᵇ g| ≤ ε(b − a)²/2 + ε(b − a)² = (3/2) ε (b − a)².

This is `panel_error`. Its step `key` is the bound on g, `lin` integrates the linear part, and the closing `linarith` calls add the two contributions.

**All panels.** Let f′ vary by at most ε over distances up to h. On each panel take c to be the slope at the left end. `composite_error` adds the panels by induction on their number, joining adjacent integrals at each step, and obtains N · (3/2)εh². Since Nh ≤ R, this is at most (3/2)Rεh.

**The boundary.** Let f also differ from f(R) by at most ε within distance h of R. Then

|h f(Nh)/2 − h f(R)/2| ≤ εh/2,

|∫_{Nh}^{R} f − hθ f(R)| ≤ εhθ ≤ εh.

The boundary terms are therefore h f(R)(1/2 − θ), up to (3/2)εh. Together with the panels this gives `boundary_error_bound`:

|T(h) − ∫₀ᴿ f − h f(R)(1/2 − θ)| ≤ (3/2)(R + 1) ε h.

The sum R + 1 appears because one number ε bounds the variation of both f and f′, with lengths measured in a fixed unit.

**The limit.** On the closed interval f and f′ are uniformly continuous. For a target accuracy ε, the proof of `boundary_error_asymptotics` applies the bound with η = ε/(2(R + 1)) in place of ε, which holds for all small enough h. After division by h the remainder is at most (3/4)ε, which is less than ε.

## Two refinement sequences with different limits

Choose spacings h = R/(k + 1 + θ) with k = 0, 1, 2, … and a fixed θ, 0 ≤ θ < 1. They tend to 0 (`spacing_tendsto`), and frac(R/h) = θ for every k. By `error_at_fixed_cut`, the error divided by h then tends to f(R)(1/2 − θ).

For θ = 0 this limit is f(R)/2, and for θ = 1/2 it is 0. If the error divided by h had a single limit L as h → 0, both values would equal L, so f(R) = 0. Conversely, if f(R) = 0, the main theorem gives the limit 0. These are the two directions of `scaled_error_converges_iff`.

## A quadratic integrand and a constant one

Take f(r) = r² and R = 1, which is a uniform density up to a constant factor. The integral is 1/3, and 1² + 2² + … + 10² = 385.

- For h = 0.1, N = 10 and T = 385 · 0.001 = 0.385. The error is +0.0517, and the formula gives 0.1 · 1/2 = +0.05.
- For h = 0.092, again N = 10, and T = 385 · 0.092³ ≈ 0.2998. The error is −0.0335, and the formula gives 0.046 − 0.08 = −0.034.

A slightly finer mesh has changed the sign of the error and left its size comparable.

For f = 1 the boundary formula has no remainder at any h > 0, as `meshSum_one` states:

T(h) − R = h(N + 1/2) − h(N + θ) = h(1/2 − θ).

This includes spacings larger than the sphere. There only the origin contributes, T = h/2, and the error is h/2 − R.
